# The strong-collision ratio $S/(wD)$ never rises with the collision rate $w$, and ladders of two or more steps miss its low-pressure limit

A chemically activated molecule is born with enough energy to react, and collisions compete to stabilise it. Suppose that the stabilised-to-decomposed ratio $S/D$ is measured at several pressures and fitted with one rate constant, $S/D=w/k$, where $w$ is the collision rate. The fitted $k$ may drift with pressure. Blaming weak collisions for every drift is wrong, since a spread of rate constants produces one even when each collision stabilises. Fitting strong collisions to a molecule that needs several collisions is also wrong: the extrapolation to low pressure then has the wrong power of $w$.

## Mean lifetime divided by decomposed yield

Let finitely many levels $i$ have nascent populations $g_i\ge 0$ with $\sum_i g_i=1$, and rate constants $k_i>0$, so that every level can react. If the first collision stabilises,

$$S(w)=\sum_i \frac{g_i w}{k_i+w},\qquad D(w)=1-S(w)=\sum_i\frac{g_ik_i}{k_i+w}.$$

Some level is populated, so $D>0$ for $w>0$. With $L(w)=\sum_i g_i/(k_i+w)$, the mean lifetime against reaction and collision, $S=wL$ and

$$R(w)=\frac{S}{wD}=\frac{L(w)}{D(w)}.$$

For $w,v>0$, put $X=L(w)D(v)-L(v)D(w)$, so that $R(w)-R(v)=X/(D(w)D(v))$. Writing $P_{ij}=(k_i+w)(k_i+v)(k_j+w)(k_j+v)$ and combining fractions gives

$$X=(v-w)\sum_{i,j}\frac{g_ig_j\,k_j(k_j-k_i)}{P_{ij}}.$$

Exchange $i$ and $j$ and add the two forms. Since $k_j(k_j-k_i)+k_i(k_i-k_j)=(k_i-k_j)^2$,

$$R(w)-R(v)=\frac{(v-w)\,Q}{2D(w)D(v)},\qquad Q=\sum_{i,j}\frac{g_ig_j(k_i-k_j)^2}{P_{ij}}\ge 0.$$

Hence $R$ is nonincreasing. It is strictly decreasing exactly when two populated levels have different rate constants; otherwise $Q=0$ and $R$ is constant.

As $w\to0^+$, $L\to\sum_i g_i/k_i$ and $D\to1$, so $R\to\sum_i g_i/k_i$. As $w\to\infty$, $wL\to1$ and $wD\to\sum_i g_ik_i>0$, so $R\to1/\sum_i g_ik_i$.

## A ladder needs one collision per step

Now let stabilisation take $m$ successive steps, with rate constants $\kappa_j>0$ for reaction during step $j$. For $w>0$,

$$S=\prod_j\frac{w}{w+\kappa_j},\qquad \frac{S}{w^m}=\prod_j\frac1{w+\kappa_j}\to\frac1{\prod_j\kappa_j}\quad(w\to0^+).$$

For $m\ge2$, $S\to0$ and

$$\frac{S}{w(1-S)}=\frac{S}{w^m}\,\frac{w^{m-1}}{1-S}\to0.$$

The strong-collision limit $\sum_i g_i/k_i$ is positive, so the two yields cannot agree throughout any interval $0<w<\varepsilon$. A one-step ladder, by contrast, is a strong-collision model with a single level.

In a chemical-activation simulation with these finite, irreversible models, refitting $g$ and $k$ therefore cannot repair the low-pressure behaviour of a strong-collision replacement for a multi-step ladder.

## Yields and lifetimes as real functions

The finite type `ι` labels the levels; populations and rate constants are real functions on it.

In Lean 4 with Mathlib:

```lean
import Mathlib

open Filter Topology Set

namespace ChemicalActivation

noncomputable section

variable {ι : Type*} [Fintype ι] {g k : ι → ℝ}
```

The strong-collision yield is the sum $S$ above.

```lean
/-- Stabilised yield for strong collisions at rate `w`: level `i`, with nascent population `g i`,
reacts with rate constant `k i` or is stabilised by its first collision (domain `k i + w ≠ 0`). -/
def strongYield (g k : ι → ℝ) (w : ℝ) : ℝ := ∑ i, g i * (w / (k i + w))
```

The ladder's steps are labelled by `Fin m`, that is $j=0,\dots,m-1$. Molecules only move down, one step per collision, and all steps share the same $w$. Collisional reactivation is absent.

```lean
/-- Stabilised yield of a ladder of `m` steps: at each step the molecule is either deactivated
at rate `w` or reacts with rate constant `k j` (domain `w + k j ≠ 0`). -/
def ladderYield {m : ℕ} (k : Fin m → ℝ) (w : ℝ) : ℝ := ∏ j, w / (w + k j)
```

One ratio serves both models, because it takes the yield function as an argument.

```lean
/-- The ratio `S / (w D)` of stabilised to decomposed yield per unit collision rate, with
`D = 1 - S` (domain `w ≠ 0`, `S w ≠ 1`). -/
def yieldRatio (S : ℝ → ℝ) (w : ℝ) : ℝ := S w / (w * (1 - S w))
```

With weights $g_i$ the next sum is $L$; with weights $g_ik_i$ it is $D$.

```lean
/-- The sum of the level lifetimes `1 / (k i + w)` with weights `c i` (domain `k i + w ≠ 0`). -/
def lifetimeSum (c k : ι → ℝ) (w : ℝ) : ℝ := ∑ i, c i / (k i + w)
```

The spread $Q$ is `rateSpread`.

```lean
/-- Spread of the rate constants over pairs of levels, weighted by populations and by lifetimes
at the collision rates `w` and `v` (domain `k i + w ≠ 0`, `k i + v ≠ 0`). -/
def rateSpread (g k : ι → ℝ) (w v : ℝ) : ℝ :=
  ∑ i, ∑ j, g i * g j * (k i - k j) ^ 2 /
    ((k i + w) * (k i + v) * ((k j + w) * (k j + v)))
```

## From the two yields to monotonicity

The first two lemmas are $S=wL$ and the formula for $D$, where normalisation replaces the 1 in $1-S$ by $\sum_i g_i$.

```lean
/-- The stabilised yield is the collision rate times the sum of the level lifetimes with weights
`g i`. -/
theorem strongYield_eq (g k : ι → ℝ) (w : ℝ) :
    strongYield g k w = w * lifetimeSum g k w := by
  unfold strongYield lifetimeSum
  rw [Finset.mul_sum]
  exact Finset.sum_congr rfl fun i _ => by ring

/-- For a normalised nascent distribution, positive rate constants and `w > 0`, the decomposed
yield is the sum of the reaction probabilities `k i / (k i + w)` weighted by population. -/
theorem decomposed_eq (hsum : ∑ i, g i = 1) (hk : ∀ i, 0 < k i) {w : ℝ} (hw : 0 < w) :
    1 - strongYield g k w = lifetimeSum (fun i => g i * k i) k w := by
  unfold strongYield lifetimeSum
  rw [← hsum, ← Finset.sum_sub_distrib]
  refine Finset.sum_congr rfl fun i _ => ?_
  have h : k i + w ≠ 0 := (add_pos (hk i) hw).ne'
  rw [eq_div_iff h, sub_mul, mul_assoc, div_mul_cancel₀ _ h]
  ring
```

Positivity of $D$ follows from one populated level, which normalisation supplies.

```lean
/-- For a nascent probability distribution, positive rate constants and `w > 0`, some molecules
always decompose. -/
theorem decomposed_pos (hg : ∀ i, 0 ≤ g i) (hsum : ∑ i, g i = 1) (hk : ∀ i, 0 < k i)
    {w : ℝ} (hw : 0 < w) : 0 < 1 - strongYield g k w := by
  rw [decomposed_eq hsum hk hw]
  -- normalisation forces at least one populated level
  have hex : ∃ i, 0 < g i := by
    by_contra h
    have h' : ∀ i, g i ≤ 0 := fun i => not_lt.1 fun hi => h ⟨i, hi⟩
    have := Finset.sum_nonpos (s := Finset.univ) fun i _ => h' i
    linarith
  obtain ⟨i, hi⟩ := hex
  exact Finset.sum_pos'
    (fun j _ => div_nonneg (mul_nonneg (hg j) (hk j).le) (add_pos (hk j) hw).le)
    ⟨i, Finset.mem_univ i, div_pos (mul_pos hi (hk i)) (add_pos (hk i) hw)⟩
```

The difference formula turns on `Finset.sum_comm`, which exchanges two finite sums. In the proof below, `hX` writes $X$ as a double sum of terms $F_{ij}$, and `hX.trans Finset.sum_comm` writes the same $X$ in the other order. Adding the two equations and merging the sums leaves $F_{ij}+F_{ji}$ for each pair. Only this symmetric combination matches the spread term by term, and `field_simp` and `ring` then check a single algebraic identity.

```lean
/-- For a nascent probability distribution and positive rate constants, the ratio `S / (w D)` at
collision rate `w > 0` minus its value at `v > 0` is `(v - w) * rateSpread g k w v` divided by twice
the product of the decomposed yields at `w` and `v`. -/
theorem yieldRatio_sub (hg : ∀ i, 0 ≤ g i) (hsum : ∑ i, g i = 1) (hk : ∀ i, 0 < k i)
    {w v : ℝ} (hw : 0 < w) (hv : 0 < v) :
    yieldRatio (strongYield g k) w - yieldRatio (strongYield g k) v =
      (v - w) * rateSpread g k w v /
        (2 * ((1 - strongYield g k w) * (1 - strongYield g k v))) := by
  have hDw := (decomposed_pos hg hsum hk hw).ne'
  have hDv := (decomposed_pos hg hsum hk hv).ne'
  unfold yieldRatio
  rw [decomposed_eq hsum hk hw] at hDw ⊢
  rw [decomposed_eq hsum hk hv] at hDv ⊢
  rw [strongYield_eq, strongYield_eq, mul_div_mul_left _ _ hw.ne', mul_div_mul_left _ _ hv.ne']
  -- the cross difference as a double sum, in both orders of summation
  have hX : lifetimeSum g k w * lifetimeSum (fun i => g i * k i) k v
      - lifetimeSum g k v * lifetimeSum (fun i => g i * k i) k w
      = ∑ i, ∑ j, (g i / (k i + w) * (g j * k j / (k j + v))
        - g i / (k i + v) * (g j * k j / (k j + w))) := by
    simp only [lifetimeSum, Finset.sum_mul_sum, Finset.sum_sub_distrib]
  have hY := hX.trans Finset.sum_comm
  have key : 2 * (lifetimeSum g k w * lifetimeSum (fun i => g i * k i) k v
      - lifetimeSum g k v * lifetimeSum (fun i => g i * k i) k w)
      = (v - w) * rateSpread g k w v := by
    rw [two_mul]
    refine (congrArg₂ (· + ·) hX hY).trans ?_
    simp only [rateSpread, Finset.mul_sum, ← Finset.sum_add_distrib]
    refine Finset.sum_congr rfl fun i _ => Finset.sum_congr rfl fun j _ => ?_
    have h1 : k i + w ≠ 0 := (add_pos (hk i) hw).ne'
    have h2 : k i + v ≠ 0 := (add_pos (hk i) hv).ne'
    have h3 : k j + w ≠ 0 := (add_pos (hk j) hw).ne'
    have h4 : k j + v ≠ 0 := (add_pos (hk j) hv).ne'
    field_simp
    ring
  rw [div_sub_div _ _ hDw hDv,
    div_eq_div_iff (mul_ne_zero hDw hDv) (mul_ne_zero two_ne_zero (mul_ne_zero hDw hDv))]
  linear_combination (lifetimeSum (fun i => g i * k i) k w *
    lifetimeSum (fun i => g i * k i) k v) * key
```

In the main theorem, `AntitoneOn` over `Ioi 0` means nonincreasing for $w>0$, `𝓝[>] 0` is the approach to zero from above, and `atTop` is $w\to\infty$. The sign of the difference formula gives the first part. The limits are taken term by term and carried over to the ratio by `congr'`, which needs equality only for the relevant $w$.

```lean
/-- For a nascent probability distribution and positive rate constants, `S / (w D)` is
nonincreasing in `w > 0`, with limits `∑ g i / k i` at low and `1 / ∑ g i * k i` at high
collision rate. -/
theorem strongCollision_ratio (hg : ∀ i, 0 ≤ g i) (hsum : ∑ i, g i = 1) (hk : ∀ i, 0 < k i) :
    AntitoneOn (yieldRatio (strongYield g k)) (Ioi 0) ∧
    Tendsto (yieldRatio (strongYield g k)) (𝓝[>] 0) (𝓝 (∑ i, g i / k i)) ∧
    Tendsto (yieldRatio (strongYield g k)) atTop (𝓝 (1 / ∑ i, g i * k i)) := by
  refine ⟨fun w hw v hv hwv => ?_, ?_, ?_⟩
  · have hs : 0 ≤ rateSpread g k w v :=
      Finset.sum_nonneg fun i _ => Finset.sum_nonneg fun j _ => by
        have hi := add_pos (hk i) hw
        have hi' := add_pos (hk i) hv
        have hj := add_pos (hk j) hw
        have hj' := add_pos (hk j) hv
        exact div_nonneg (mul_nonneg (mul_nonneg (hg i) (hg j)) (sq_nonneg _))
          (mul_pos (mul_pos hi hi') (mul_pos hj hj')).le
    have hD := mul_pos (decomposed_pos hg hsum hk hw) (decomposed_pos hg hsum hk hv)
    have h := yieldRatio_sub hg hsum hk hw hv
    have := div_nonneg (mul_nonneg (sub_nonneg.2 hwv) hs) (mul_pos two_pos hD).le
    linarith
  · -- low collision rate: every lifetime tends to `1 / k i`
    have hl : ∀ c : ι → ℝ, Tendsto (lifetimeSum c k) (𝓝[>] 0) (𝓝 (∑ i, c i / k i)) := by
      intro c
      refine tendsto_finsetSum _ fun i _ => ?_
      have h : Tendsto (fun w : ℝ => k i + w) (𝓝[>] 0) (𝓝 (k i)) := by
        have hc : Continuous fun w : ℝ => k i + w := by fun_prop
        simpa using (hc.tendsto 0).mono_left nhdsWithin_le_nhds
      exact tendsto_const_nhds.div h (hk i).ne'
    have h1 : ∑ i, g i * k i / k i = 1 := by
      rw [← hsum]
      exact Finset.sum_congr rfl fun i _ => mul_div_cancel_right₀ _ (hk i).ne'
    have h2 := hl fun i => g i * k i
    rw [h1] at h2
    have h3 := (hl g).div h2 one_ne_zero
    rw [div_one] at h3
    refine h3.congr' ?_
    filter_upwards [self_mem_nhdsWithin] with w hw
    have hw' : (0 : ℝ) < w := hw
    simp only [Pi.div_apply, yieldRatio]
    rw [decomposed_eq hsum hk hw', strongYield_eq, mul_div_mul_left _ _ hw'.ne']
  · -- high collision rate: `w / (k i + w)` tends to one
    have hl : ∀ c : ι → ℝ,
        Tendsto (fun w => w * lifetimeSum c k w) atTop (𝓝 (∑ i, c i)) := by
      intro c
      simp only [lifetimeSum, Finset.mul_sum]
      refine tendsto_finsetSum _ fun i _ => ?_
      have h0 : Tendsto (fun w : ℝ => c i * k i / (k i + w)) atTop (𝓝 0) :=
        tendsto_const_nhds.div_atTop (tendsto_atTop_add_const_left atTop (k i) tendsto_id)
      have h1 := h0.const_sub (c i)
      rw [sub_zero] at h1
      refine h1.congr' ?_
      filter_upwards [eventually_gt_atTop 0] with w hw
      have h : k i + w ≠ 0 := (add_pos (hk i) hw).ne'
      rw [← mul_div_assoc, eq_div_iff h, sub_mul, div_mul_cancel₀ _ h]
      ring
    have hpos : ∑ i, g i * k i ≠ 0 := by
      intro h0
      have hz := (Finset.sum_eq_zero_iff_of_nonneg
        (fun i _ => mul_nonneg (hg i) (hk i).le)).1 h0
      have : ∑ i, g i = 0 := Finset.sum_eq_zero fun i hi =>
        (mul_eq_zero.1 (hz i hi)).resolve_right (hk i).ne'
      linarith
    have h3 := (hl g).div (hl fun i => g i * k i) hpos
    rw [hsum] at h3
    refine h3.congr' ?_
    filter_upwards [eventually_gt_atTop 0] with w hw
    simp only [Pi.div_apply, yieldRatio]
    rw [decomposed_eq hsum hk hw, strongYield_eq]
```

For strictness, one direction compares $w=1$ with $v=2$: if all populated levels share a rate constant, the spread vanishes and the ratios are equal. The other finds a positive term in $Q$.

```lean
/-- For a nascent probability distribution and positive rate constants, `S / (w D)` is strictly
decreasing in `w > 0` exactly when two populated levels have different rate constants. -/
theorem strictAnti_iff (hg : ∀ i, 0 ≤ g i) (hsum : ∑ i, g i = 1) (hk : ∀ i, 0 < k i) :
    StrictAntiOn (yieldRatio (strongYield g k)) (Ioi 0) ↔
      ∃ i j, 0 < g i ∧ 0 < g j ∧ k i ≠ k j := by
  constructor
  · intro h
    by_contra hn
    -- without such a pair the spread vanishes and the ratio is constant
    have hz : rateSpread g k 1 2 = 0 :=
      Finset.sum_eq_zero fun i _ => Finset.sum_eq_zero fun j _ => by
        rcases (hg i).eq_or_lt with hi | hi
        · simp [← hi]
        rcases (hg j).eq_or_lt with hj | hj
        · simp [← hj]
        have hij : k i = k j := by
          by_contra hne
          exact hn ⟨i, j, hi, hj, hne⟩
        simp [hij]
    have hlt := h (mem_Ioi.2 one_pos) (mem_Ioi.2 two_pos) one_lt_two
    have he := yieldRatio_sub hg hsum hk one_pos two_pos
    rw [hz, mul_zero, zero_div] at he
    linarith
  · rintro ⟨i, j, hi, hj, hij⟩ w hw v hv hwv
    have hden : ∀ a b, 0 < (k a + w) * (k a + v) * ((k b + w) * (k b + v)) := fun a b =>
      mul_pos (mul_pos (add_pos (hk a) hw) (add_pos (hk a) hv))
        (mul_pos (add_pos (hk b) hw) (add_pos (hk b) hv))
    have hnn : ∀ a b, 0 ≤ g a * g b * (k a - k b) ^ 2 /
        ((k a + w) * (k a + v) * ((k b + w) * (k b + v))) := fun a b =>
      div_nonneg (mul_nonneg (mul_nonneg (hg a) (hg b)) (sq_nonneg _)) (hden a b).le
    have hsq : 0 < (k i - k j) ^ 2 :=
      lt_of_le_of_ne (sq_nonneg _) (pow_ne_zero 2 (sub_ne_zero.2 hij)).symm
    have hs : 0 < rateSpread g k w v :=
      Finset.sum_pos' (fun a _ => Finset.sum_nonneg fun b _ => hnn a b)
        ⟨i, Finset.mem_univ i, Finset.sum_pos' (fun b _ => hnn i b)
          ⟨j, Finset.mem_univ j, div_pos (mul_pos (mul_pos hi hj) hsq) (hden i j)⟩⟩
    have hD := mul_pos (decomposed_pos hg hsum hk hw) (decomposed_pos hg hsum hk hv)
    have h := yieldRatio_sub hg hsum hk hw hv
    have := div_pos (mul_pos (sub_pos.2 hwv) hs) (mul_pos two_pos hD)
    linarith
```

## The ladder at low collision rate

Cancelling $w^m$ leaves a continuous product, as in the derivation above.

```lean
/-- With positive rate constants, the stabilised yield of an `m`-step ladder divided by `w ^ m`
tends to `1 / ∏ κ j` as the collision rate `w` tends to zero from above. -/
theorem ladder_low_pressure {m : ℕ} {κ : Fin m → ℝ} (hκ : ∀ j, 0 < κ j) :
    Tendsto (fun w => ladderYield κ w / w ^ m) (𝓝[>] 0) (𝓝 (1 / ∏ j, κ j)) := by
  have hc : Continuous fun w : ℝ => ∏ j, (w + κ j) := by fun_prop
  have h : Tendsto (fun w : ℝ => ∏ j, (w + κ j)) (𝓝[>] 0) (𝓝 (∏ j, κ j)) := by
    simpa using (hc.tendsto 0).mono_left nhdsWithin_le_nhds
  have h1 : Tendsto (fun w : ℝ => 1 / ∏ j, (w + κ j)) (𝓝[>] 0) (𝓝 (1 / ∏ j, κ j)) :=
    tendsto_const_nhds.div h (Finset.prod_pos fun j _ => hκ j).ne'
  refine h1.congr' ?_
  filter_upwards [self_mem_nhdsWithin] with w hw
  have hw' : (0 : ℝ) < w := hw
  unfold ladderYield
  rw [Finset.prod_div_distrib, Finset.prod_const, Finset.card_univ, Fintype.card_fin,
    div_right_comm, div_self (pow_ne_zero _ hw'.ne')]
```

The next proof uses the factorisation with $w^{m-1}$; the hypothesis `2 ≤ m` ensures that a positive power remains.

```lean
/-- With positive rate constants and at least two steps, the ratio `S / (w D)` of a ladder
tends to zero at low collision rate. -/
theorem ladder_ratio_tendsto_zero {m : ℕ} (hm : 2 ≤ m) {κ : Fin m → ℝ} (hκ : ∀ j, 0 < κ j) :
    Tendsto (yieldRatio (ladderYield κ)) (𝓝[>] 0) (𝓝 0) := by
  have hp : ∀ n : ℕ, n ≠ 0 → Tendsto (fun w : ℝ => w ^ n) (𝓝[>] 0) (𝓝 0) := by
    intro n hn
    have hc : Continuous fun w : ℝ => w ^ n := by fun_prop
    simpa [hn] using (hc.tendsto 0).mono_left nhdsWithin_le_nhds
  have hL := ladder_low_pressure hκ
  have hS : Tendsto (ladderYield κ) (𝓝[>] 0) (𝓝 0) := by
    have h := hL.mul (hp m (by omega))
    rw [mul_zero] at h
    refine h.congr' ?_
    filter_upwards [self_mem_nhdsWithin] with w hw
    exact div_mul_cancel₀ _ (pow_ne_zero _ (ne_of_gt hw))
  -- one power of `w` is used up by the ratio, and `m - 1` powers remain
  have h := (hL.mul (hp (m - 1) (by omega))).div (hS.const_sub 1) (by norm_num)
  rw [mul_zero, zero_div] at h
  refine h.congr' ?_
  filter_upwards [self_mem_nhdsWithin] with w hw
  have hw0 : w ≠ 0 := ne_of_gt hw
  have hpow : w ^ m = w ^ (m - 1) * w := by
    rw [← pow_succ, Nat.sub_add_cancel (by omega)]
  simp only [Pi.div_apply, yieldRatio]
  rw [hpow, ← div_div, div_right_comm, div_mul_cancel₀ _ (pow_ne_zero _ hw0), div_div]
```

In the last statement, `∀ᶠ w in 𝓝[>] (0 : ℝ)` means for all sufficiently small positive $w$. Its negation says that arbitrarily small collision rates exist at which the yields differ. If they agreed, uniqueness of limits would force $\sum_i g_i/k_i=0$, hence every $g_i=0$, against normalisation.

```lean
/-- With positive rate constants, no strong-collision model with a nascent probability
distribution has the yield of a ladder of two or more steps at all low collision rates. -/
theorem ladder_not_strongCollision (hg : ∀ i, 0 ≤ g i) (hsum : ∑ i, g i = 1)
    (hk : ∀ i, 0 < k i) {m : ℕ} (hm : 2 ≤ m) {κ : Fin m → ℝ} (hκ : ∀ j, 0 < κ j) :
    ¬ ∀ᶠ w in 𝓝[>] (0 : ℝ), strongYield g k w = ladderYield κ w := by
  intro h
  have h1 : Tendsto (yieldRatio (ladderYield κ)) (𝓝[>] 0) (𝓝 (∑ i, g i / k i)) := by
    refine (strongCollision_ratio hg hsum hk).2.1.congr' ?_
    filter_upwards [h] with w hw
    simp only [yieldRatio, hw]
  -- the two limits would make the mean reactive lifetime vanish
  have h0 := tendsto_nhds_unique h1 (ladder_ratio_tendsto_zero hm hκ)
  have hz := (Finset.sum_eq_zero_iff_of_nonneg
    (fun i _ => div_nonneg (hg i) (hk i).le)).1 h0
  have : ∑ i, g i = 0 := Finset.sum_eq_zero fun i hi =>
    (div_eq_zero_iff.1 (hz i hi)).resolve_right (hk i).ne'
  linarith

end

end ChemicalActivation
```

```lean
#print axioms ChemicalActivation.strictAnti_iff
#print axioms ChemicalActivation.ladder_not_strongCollision
```

```
'ChemicalActivation.strictAnti_iff' depends on axioms: [propext, Classical.choice, Quot.sound]
'ChemicalActivation.ladder_not_strongCollision' depends on axioms: [propext, Classical.choice, Quot.sound]
```
